# In one degree of freedom, the squared Herman–Kluk prefactor has modulus at least one

A monodromy matrix belongs to a trajectory, but the trajectory does not appear in what follows. All that is kept of it is the curvature of the potential that the particle feels at time $t$, a real function $k(t)$. A monodromy matrix is then any real $2\times2$ matrix path $M(t)$ that starts at the identity and solves the linearised equations of motion with this $k(t)$. For a particle of mass $m$ in a potential $V$, one sets $k(t)=V''(q_t)$, where $q_t$ is the position along the classical path.

The second choice is to work with the square of the Herman–Kluk prefactor, which needs no branch of the square root. With $M_{qp}=\partial q_t/\partial p_0$ and similarly for the other elements, it is

$$C=\tfrac12\left(M_{qq}+M_{pp}-i g M_{qp}+\tfrac{i}{g}M_{pq}\right),\qquad g>0 .$$

The width parameter $g$ has the units of mass times frequency. For frozen Gaussians with the envelope $e^{-\gamma(x-q)^2/2}$ it equals $\hbar\gamma$.

The claim is that $\det M=1$ and $|C|\ge1$ at all times, and that $C=e^{-iwt}$ for a harmonic potential of frequency $w>0$ when $g=mw$. Moreover, $|C|$ stays at one for all times only if $k(t)=g^2/m$ throughout.

## From the linearised equations to the modulus

The equation $M'=\begin{pmatrix}0&1/m\\-k&0\end{pmatrix}M$ reads, element by element,

$$M_{qq}'=\frac{M_{pq}}m,\quad M_{qp}'=\frac{M_{pp}}m,\quad M_{pq}'=-kM_{qq},\quad M_{pp}'=-kM_{qp}.$$

The determinant is therefore constant:

$$(M_{qq}M_{pp}-M_{qp}M_{pq})'=\frac{M_{pq}M_{pp}}m-kM_{qq}M_{qp}-\frac{M_{pp}M_{pq}}m+kM_{qp}M_{qq}=0 .$$

Its initial value is one, so $\det M=1$.

The real part of $C$ is $(M_{qq}+M_{pp})/2$ and the imaginary part is $(M_{pq}/g-gM_{qp})/2$. Two identities turn these squares into others:

$$(M_{qq}+M_{pp})^2=(M_{qq}-M_{pp})^2+4M_{qq}M_{pp},$$
$$(M_{pq}/g-gM_{qp})^2=(M_{pq}/g+gM_{qp})^2-4M_{qp}M_{pq}.$$

Adding them and dividing by four gives

$$|C|^2=1+\tfrac14\left[(M_{qq}-M_{pp})^2+(gM_{qp}+M_{pq}/g)^2\right].$$

Hence $|C|\ge1$, with equality exactly when $M_{qq}=M_{pp}$ and $M_{pq}=-g^2M_{qp}$.

A free particle shows the growth in numbers. Take $m=g=1$, $k=0$ and $t=2$. Then $M=\begin{pmatrix}1&2\\0&1\end{pmatrix}$ and $C=(2-2i)/2=1-i$, so $|C|^2=2$. The formula gives $1+\tfrac14(0+2^2)=2$ as well.

## The harmonic phase and its converse

For $k=mw^2$ and $g=mw$, differentiating $C$ gives

$$C'=\tfrac12\left(\frac{M_{pq}}m-mw^2M_{qp}-iwM_{pp}-iwM_{qq}\right)=-iwC .$$

Thus $Ce^{iwt}$ has zero derivative. It equals one at $t=0$, so $C=e^{-iwt}$. The continuous square root that starts at one is $e^{-iwt/2}$, the phase of the zero-point energy.

Conversely, suppose that $|C|=1$ at all times. Both equality conditions then hold at all times and may be differentiated:

$$\frac{M_{pq}}m=-kM_{qp},\qquad -kM_{qq}=-\frac{g^2}{m}M_{pp}.$$

Inserting the conditions themselves yields $(k-g^2/m)M_{qp}=0$ and $(k-g^2/m)M_{qq}=0$. Multiply the second by $M_{pp}$, the first by $M_{pq}$, and subtract. The result is $(k-g^2/m)\det M=0$, so $k=g^2/m$.

For semiclassical dynamics in one degree of freedom with a fixed real width, the bound means that the squared prefactor $C$ has no zeros along a trajectory, so its square root, the prefactor itself, can be followed continuously. It is a statement about the prefactor, not about the accuracy of the Herman–Kluk propagator.

## The equations of motion in Lean

```lean
import Mathlib

namespace HermanKlukPrefactor

noncomputable section
```

The generator takes the mass and one value of the curvature. Index `0` stands for position and index `1` for momentum.

```lean
/-- The generator of linearised Hamiltonian motion for mass `m` and potential curvature `κ`,
acting on deviations ordered as (position, momentum). -/
def generator (m κ : ℝ) : Matrix (Fin 2) (Fin 2) ℝ := !![0, 1 / m; -κ, 0]
```

The next structure is the definition of a monodromy path. The field `initial` says $M(0)=1$, and `evolve` gives the derivative of each entry at every real time, negative times included. The curvature `k` is an arbitrary real function, so barriers with negative curvature are covered.

```lean
/-- `M` is the monodromy matrix along a trajectory with potential curvature `k t`: it starts at
the identity and each entry follows the linearised equations of motion. -/
structure IsMonodromy (m : ℝ) (k : ℝ → ℝ) (M : ℝ → Matrix (Fin 2) (Fin 2) ℝ) : Prop where
  initial : M 0 = 1
  evolve : ∀ t i j, HasDerivAt (fun s => M s i j) ((generator m (k t) * M t) i j) t
```

Another model would define $M$ as the Jacobian of the Hamiltonian flow of a given $V$. The linearised equation would then be a theorem, at the price of smoothness assumptions on $V$ and a proof that the flow exists and depends differentiably on its initial data. Here that equation is assumed, and the link $k(t)=V''(q_t)$ is left to the reader's application.

In the squared prefactor, `M 0 1` is $M_{qp}$ and `M 1 0` is $M_{pq}$. The real entries are converted to complex numbers.

```lean
/-- The squared Herman-Kluk prefactor `(Mqq + Mpp - i g Mqp + i Mpq / g) / 2` for width `g`. -/
def hkSq (g : ℝ) (M : Matrix (Fin 2) (Fin 2) ℝ) : ℂ :=
  ((M 0 0 : ℂ) + (M 1 1 : ℂ) - Complex.I * (g : ℂ) * (M 0 1 : ℂ)
    + Complex.I * (M 1 0 : ℂ) / (g : ℂ)) / 2
```

The explicit harmonic matrix serves later as an example of a monodromy path.

```lean
/-- The phase-space flow matrix of a harmonic oscillator of mass `m` and frequency `w`. -/
def harmonicMonodromy (m w t : ℝ) : Matrix (Fin 2) (Fin 2) ℝ :=
  !![Real.cos (w * t), Real.sin (w * t) / (m * w);
     -(m * w * Real.sin (w * t)), Real.cos (w * t)]
```

Multiplying out the generator once gives the four scalar equations, which the later proofs use under the name `entries`.

```lean
/-- The product of the generator with a matrix `A`, written out entry by entry. -/
theorem generator_mul (m κ : ℝ) (A : Matrix (Fin 2) (Fin 2) ℝ) :
    generator m κ * A = !![A 1 0 / m, A 1 1 / m; -(κ * A 0 0), -(κ * A 0 1)] := by
  ext i j
  fin_cases i <;> fin_cases j <;>
    simp [generator, Matrix.mul_apply, Fin.sum_univ_two, div_eq_inv_mul]

/-- The equations of motion of the four monodromy elements. -/
theorem IsMonodromy.entries {m : ℝ} {k : ℝ → ℝ} {M : ℝ → Matrix (Fin 2) (Fin 2) ℝ}
    (h : IsMonodromy m k M) (t : ℝ) :
    HasDerivAt (fun s => M s 0 0) (M t 1 0 / m) t ∧
    HasDerivAt (fun s => M s 0 1) (M t 1 1 / m) t ∧
    HasDerivAt (fun s => M s 1 0) (-(k t * M t 0 0)) t ∧
    HasDerivAt (fun s => M s 1 1) (-(k t * M t 0 1)) t := by
  refine ⟨(h.evolve t 0 0).congr_deriv ?_, (h.evolve t 0 1).congr_deriv ?_,
    (h.evolve t 1 0).congr_deriv ?_, (h.evolve t 1 1).congr_deriv ?_⟩ <;>
  · rw [generator_mul]
    rfl
```

## The determinant and the lower bound

The product rule, through `fun_mul` and `fun_sub`, differentiates the determinant, and `ring` confirms the cancellation found above. A function with zero derivative everywhere is constant, and `initial` supplies its value.

```lean
/-- The monodromy matrix has determinant one at all times. -/
theorem IsMonodromy.det_eq_one {m : ℝ} {k : ℝ → ℝ} {M : ℝ → Matrix (Fin 2) (Fin 2) ℝ}
    (h : IsMonodromy m k M) (t : ℝ) : (M t).det = 1 := by
  -- the determinant is a constant of the motion
  have hD : ∀ s, HasDerivAt (fun s => M s 0 0 * M s 1 1 - M s 0 1 * M s 1 0) 0 s := by
    intro s
    obtain ⟨ha, hb, hc, hd⟩ := h.entries s
    exact ((ha.fun_mul hd).fun_sub (hb.fun_mul hc)).congr_deriv (by ring)
  have hc := is_const_of_deriv_eq_zero (fun s => (hD s).differentiableAt)
    (fun s => (hD s).deriv) t 0
  rw [Matrix.det_fin_two]
  simpa [h.initial] using hc
```

The modulus identity concerns a single matrix of determinant one and any nonzero real $g$; time plays no part. The equation `e` separates real and imaginary parts. The closing `linear_combination` does the completion of squares, using $\det M=1$ and $g\,(M_{pq}/g)=M_{pq}$.

```lean
/-- For a matrix of determinant one, the squared modulus of the squared prefactor is one plus
a sum of two squares. -/
theorem norm_sq_hkSq {g : ℝ} (hg : g ≠ 0) {M : Matrix (Fin 2) (Fin 2) ℝ} (hM : M.det = 1) :
    ‖hkSq g M‖ ^ 2 = 1 + ((M 0 0 - M 1 1) ^ 2 + (g * M 0 1 + M 1 0 / g) ^ 2) / 4 := by
  rw [Matrix.det_fin_two] at hM
  -- separate real and imaginary parts
  have e : hkSq g M = (((M 0 0 + M 1 1) / 2 : ℝ) : ℂ)
      + (((M 1 0 / g - g * M 0 1) / 2 : ℝ) : ℂ) * Complex.I := by
    unfold hkSq
    push_cast
    ring
  have hgg : g * (M 1 0 / g) = M 1 0 := by field_simp
  rw [e, Complex.sq_norm, Complex.normSq_add_mul_I]
  linear_combination hM - M 0 1 * hgg
```

For the equality case, a sum of two squares that equals zero forces each square to vanish. In the reverse direction $|C|^2=1$ is factored as $(|C|-1)(|C|+1)=0$, and the modulus is nonnegative.

```lean
/-- For a matrix of determinant one, the squared prefactor has modulus one exactly when
`Mqq = Mpp` and `Mpq = -g² Mqp`. -/
theorem norm_hkSq_eq_one_iff {g : ℝ} (hg : g ≠ 0) {M : Matrix (Fin 2) (Fin 2) ℝ}
    (hM : M.det = 1) :
    ‖hkSq g M‖ = 1 ↔ M 0 0 = M 1 1 ∧ M 1 0 = -(g ^ 2 * M 0 1) := by
  have key := norm_sq_hkSq hg hM
  have hgg : g * (M 1 0 / g) = M 1 0 := by field_simp
  constructor
  · intro h1
    rw [h1] at key
    have hx : (M 0 0 - M 1 1) ^ 2 = 0 := by
      linarith [sq_nonneg (M 0 0 - M 1 1), sq_nonneg (g * M 0 1 + M 1 0 / g)]
    have hy : (g * M 0 1 + M 1 0 / g) ^ 2 = 0 := by linarith
    have hx' := (pow_eq_zero_iff two_ne_zero).1 hx
    have hy' := (pow_eq_zero_iff two_ne_zero).1 hy
    exact ⟨by linarith, by linear_combination g * hy' - hgg⟩
  · rintro ⟨h1, h2⟩
    have hy : g * M 0 1 + M 1 0 / g = 0 :=
      mul_left_cancel₀ hg (by linear_combination hgg + h2)
    have hs : ‖hkSq g M‖ ^ 2 = 1 := by
      rw [key, hy, h1]
      ring
    have h0 := norm_nonneg (hkSq g M)
    have hp : (‖hkSq g M‖ - 1) * (‖hkSq g M‖ + 1) = 0 := by linear_combination hs
    rcases mul_eq_zero.1 hp with h | h <;> linarith
```

The bound for trajectories combines `det_eq_one` with the modulus identity `norm_sq_hkSq`. `nlinarith` passes from $|C|^2\ge1$ to $|C|\ge1$, and a zero of $C$ would then give $1\le0$.

```lean
/-- Along any trajectory and for any width `g > 0`, the squared Herman-Kluk prefactor has
modulus at least one and never vanishes. -/
theorem one_le_norm_hkSq {m g : ℝ} {k : ℝ → ℝ} {M : ℝ → Matrix (Fin 2) (Fin 2) ℝ}
    (hg : 0 < g) (h : IsMonodromy m k M) (t : ℝ) :
    1 ≤ ‖hkSq g (M t)‖ ∧ hkSq g (M t) ≠ 0 := by
  have key := norm_sq_hkSq hg.ne' (h.det_eq_one t)
  have h1 : 1 ≤ ‖hkSq g (M t)‖ := by
    nlinarith [norm_nonneg (hkSq g (M t)), sq_nonneg (M t 0 0 - M t 1 1),
      sq_nonneg (g * M t 0 1 + M t 1 0 / g)]
  refine ⟨h1, fun h0 => ?_⟩
  rw [h0, norm_zero] at h1
  linarith
```

## The harmonic case and the sharp condition

The theorem `hkSq_harmonic` applies to every monodromy path with $k=mw^2$, so no uniqueness theorem for differential equations is needed. The step `hC` is $C'=-iwC$, where $i^2=-1$ enters through `Complex.I_sq`. The step `hF` shows that $Ce^{iwt}$ has zero derivative, and `h0` is the initial value.

```lean
/-- For a harmonic potential `k = m w²` and the width `g = m w`, the squared prefactor is the
pure phase `exp(-i w t)`. -/
theorem hkSq_harmonic {m w : ℝ} {M : ℝ → Matrix (Fin 2) (Fin 2) ℝ} (hm : 0 < m) (hw : 0 < w)
    (h : IsMonodromy m (fun _ => m * w ^ 2) M) (t : ℝ) :
    hkSq (m * w) (M t) = Complex.exp (-(Complex.I * (w : ℂ) * (t : ℂ))) := by
  have hm' : (m : ℂ) ≠ 0 := Complex.ofReal_ne_zero.2 hm.ne'
  have hw' : (w : ℂ) ≠ 0 := Complex.ofReal_ne_zero.2 hw.ne'
  -- the squared prefactor obeys C' = -i w C
  have hC : ∀ s : ℝ, HasDerivAt (fun s => hkSq (m * w) (M s))
      (-(Complex.I * (w : ℂ)) * hkSq (m * w) (M s)) s := by
    intro s
    obtain ⟨ha, hb, hc, hd⟩ := h.entries s
    have H := (((ha.ofReal_comp.fun_add hd.ofReal_comp).fun_sub
      (hb.ofReal_comp.const_mul (Complex.I * ((m * w : ℝ) : ℂ)))).fun_add
      ((hc.ofReal_comp.const_mul Complex.I).div_const ((m * w : ℝ) : ℂ))).div_const 2
    refine H.congr_deriv ?_
    unfold hkSq
    push_cast
    linear_combination (norm := (field_simp; ring))
      (((M s 1 0 : ℂ) / (m : ℂ) - (m : ℂ) * (w : ℂ) ^ 2 * (M s 0 1 : ℂ)) / 2) * Complex.I_sq
  -- hence C exp(i w t) keeps its initial value
  have hF : ∀ s : ℝ, HasDerivAt (fun s : ℝ => hkSq (m * w) (M s)
      * Complex.exp (Complex.I * (w : ℂ) * (s : ℂ))) 0 s := by
    intro s
    have hl : HasDerivAt (fun s : ℝ => Complex.I * (w : ℂ) * (s : ℂ))
        (Complex.I * (w : ℂ)) s :=
      ((hasDerivAt_id s).ofReal_comp.const_mul (Complex.I * (w : ℂ))).congr_deriv (by simp)
    exact ((hC s).fun_mul hl.cexp).congr_deriv (by ring)
  have h0 : hkSq (m * w) (M 0) = 1 := by
    rw [h.initial]
    norm_num [hkSq, Matrix.one_apply]
  have hc := is_const_of_deriv_eq_zero (fun s => (hF s).differentiableAt)
    (fun s => (hF s).deriv) t 0
  simp only [h0, Complex.ofReal_zero, mul_zero, Complex.exp_zero, mul_one] at hc
  rw [Complex.exp_neg]
  exact eq_inv_of_mul_eq_one_left hc
```

In the equivalence that follows, both sides are quantified over all times. The forward direction needs this, because it differentiates the equality conditions: `f1` and `f2` state them as equalities of functions, and uniqueness of the derivative yields `e1` and `e2`. The facts `hb0` and `ha0` are the two products with $k-g^2/m$, and the last `linear_combination` assembles the determinant. The reverse direction applies the harmonic theorem with $w=g/m$ and uses that $e^{i\theta}$ has modulus one for real $\theta$.

```lean
/-- The squared prefactor keeps modulus one at all times exactly when the curvature along the
trajectory is constantly `g² / m`. -/
theorem norm_hkSq_eq_one_forall_iff {m g : ℝ} {k : ℝ → ℝ}
    {M : ℝ → Matrix (Fin 2) (Fin 2) ℝ} (hm : 0 < m) (hg : 0 < g) (h : IsMonodromy m k M) :
    (∀ t, ‖hkSq g (M t)‖ = 1) ↔ ∀ t, k t = g ^ 2 / m := by
  constructor
  · intro H t
    have E := fun s => (norm_hkSq_eq_one_iff hg.ne' (h.det_eq_one s)).1 (H s)
    obtain ⟨ha, hb, hc, hd⟩ := h.entries t
    -- differentiate the two equality conditions in time
    have f1 : (fun s => M s 0 0) = fun s => M s 1 1 := funext fun s => (E s).1
    have f2 : (fun s => M s 1 0) = fun s => -(g ^ 2 * M s 0 1) := funext fun s => (E s).2
    rw [f1] at ha
    rw [f2] at hc
    have e1 := ha.unique hd
    have e2 := hc.unique (hb.const_mul (g ^ 2)).fun_neg
    have hb0 : (k t - g ^ 2 / m) * M t 0 1 = 0 := by
      linear_combination e1 - (E t).2 / m
    have ha0 : (k t - g ^ 2 / m) * M t 0 0 = 0 := by
      linear_combination -e2 - g ^ 2 / m * (E t).1
    -- the first row of M cannot vanish, since det M = 1
    have hD := h.det_eq_one t
    rw [Matrix.det_fin_two] at hD
    linear_combination M t 1 1 * ha0 - M t 1 0 * hb0 - (k t - g ^ 2 / m) * hD
  · intro H t
    have hk : k = fun _ => m * (g / m) ^ 2 := by
      funext s
      rw [H s]
      field_simp
    have hg' : m * (g / m) = g := by field_simp
    rw [hk] at h
    have hph := hkSq_harmonic hm (div_pos hg hm) h t
    rw [hg'] at hph
    have e : -(Complex.I * ((g / m : ℝ) : ℂ) * (t : ℂ))
        = ((-(g / m * t) : ℝ) : ℂ) * Complex.I := by
      push_cast
      ring
    rw [hph, e, Complex.norm_exp_ofReal_mul_I]
```

The last theorem checks the matrix of sines and cosines entry by entry against the definition. It shows that monodromy paths exist for every positive $m$ and $w$ in the harmonic case; for a general $k(t)$, existence of the path remains a hypothesis.

```lean
/-- The harmonic flow matrix is a monodromy matrix for the constant curvature `m w²`. -/
theorem isMonodromy_witness {m w : ℝ} (hm : 0 < m) (hw : 0 < w) :
    IsMonodromy m (fun _ => m * w ^ 2) (harmonicMonodromy m w) := by
  refine ⟨?_, fun t => ?_⟩
  · ext i j
    fin_cases i <;> fin_cases j <;> simp [harmonicMonodromy]
  · have hl : HasDerivAt (fun s : ℝ => w * s) w t := by
      simpa using (hasDerivAt_id t).const_mul w
    rw [generator_mul]
    refine Fin.forall_fin_two.2 ⟨Fin.forall_fin_two.2 ⟨?_, ?_⟩, Fin.forall_fin_two.2 ⟨?_, ?_⟩⟩
    · refine hl.cos.congr_deriv ?_
      change -Real.sin (w * t) * w = -(m * w * Real.sin (w * t)) / m
      field_simp
    · refine (hl.sin.div_const (m * w)).congr_deriv ?_
      change Real.cos (w * t) * w / (m * w) = Real.cos (w * t) / m
      field_simp
    · refine (hl.sin.const_mul (m * w)).fun_neg.congr_deriv ?_
      change -(m * w * (Real.cos (w * t) * w)) = -(m * w ^ 2 * Real.cos (w * t))
      ring
    · refine hl.cos.congr_deriv ?_
      change -Real.sin (w * t) * w = -(m * w ^ 2 * (Real.sin (w * t) / (m * w)))
      field_simp

end

end HermanKlukPrefactor
```

```lean
#print axioms HermanKlukPrefactor.one_le_norm_hkSq
#print axioms HermanKlukPrefactor.norm_hkSq_eq_one_forall_iff
```

```
'HermanKlukPrefactor.one_le_norm_hkSq' depends on axioms: [propext, Classical.choice, Quot.sound]
'HermanKlukPrefactor.norm_hkSq_eq_one_forall_iff' depends on axioms: [propext, Classical.choice, Quot.sound]
```
